# For finitely many orbital pairs with positive gaps, the uncoupled dispersion integral is a sum over pairs

Two closed-shell molecules sit far enough apart that their electron densities barely overlap. Density fluctuations on one are still correlated with those on the other, and this contributes an attraction, the dispersion energy. Symmetry-adapted perturbation theory (SAPT) writes this energy in two ways. One is an integral over imaginary frequency, in which each molecule enters through its own density response. The other is a sum over excitations of both molecules, with energy denominators. When the responses are uncoupled and built from finitely many orbital pairs with positive gaps, the two expressions agree exactly.

Let \(m\) label the occupied–virtual orbital pairs of monomer A and \(n\) those of monomer B. Their index types are `M` and `N`. The types `I` and `J` label auxiliary basis functions on the two monomers. All four are finite.

```lean
import Mathlib

open Matrix MeasureTheory Filter Topology
open scoped Real

namespace UncoupledDispersion

noncomputable section

variable {M N I J : Type*} [Fintype M] [Fintype N] [Fintype I] [Fintype J]
```

## Responses and energy

Pair \(m\) has an orbital-energy gap \(a_m\) and a real vector \(p_m\), the expansion of its transition density in the auxiliary basis. In atomic units, the uncoupled response at imaginary frequency \(iu\) is

\[
X_A(u)=\sum_m \frac{4a_m}{a_m^2+u^2}\,p_m p_m^{T}.
\]

The 4 combines a factor 2 for spin in a closed shell with a factor 2 for the resonant and antiresonant terms. The sign is chosen to make \(X_A\) positive semidefinite when the gaps are positive. In Lean, `vecMulVec (p m) (p m)` is the matrix \(p_mp_m^T\).

```lean
/-- Uncoupled density response at imaginary frequency `u`, for orbital pairs with gaps `a m` and
transition vectors `p m`; the domain is `a m ^ 2 + u ^ 2 ≠ 0` for every `m`. -/
def response (a : M → ℝ) (p : M → I → ℝ) (u : ℝ) : Matrix I I ℝ :=
  ∑ m, (4 * a m / (a m ^ 2 + u ^ 2)) • vecMulVec (p m) (p m)
```

Monomer B has gaps \(b_n\), vectors \(q_n\) and response \(X_B\), defined in the same way. The real rectangular matrix \(v\) holds the Coulomb integrals between auxiliary functions of A and B. The energy is

\[
E=-\frac1{2\pi}\int_0^\infty \operatorname{tr}\bigl[X_A(u)\,v\,X_B(u)\,v^T\bigr]\,du .
\]

This expression is taken as the definition and is not derived from perturbation theory. It contains neither exchange-dispersion nor the response of the orbitals to one another's induced fields. The theorems hold for any real \(v\), and the vectors need not be orthogonal or independent.

```lean
/-- Dispersion energy as a frequency integral over the responses of the two monomers, coupled
by the interaction matrix `v`. -/
def dispersionEnergy (a : M → ℝ) (b : N → ℝ) (p : M → I → ℝ) (q : N → J → ℝ)
    (v : Matrix I J ℝ) : ℝ :=
  -(1 / (2 * π)) * ∫ u in Set.Ioi (0 : ℝ),
    trace (response a p u * v * response b q u * vᵀ)
```

## From the trace to pair couplings

Write \(g_{mn}=p_m^T v\,q_n\) for the interaction of two transition densities; in Lean it is `p m ⬝ᵥ v *ᵥ q n`. For a single pair on each side, with vectors \(x\) and \(y\),

\[
\operatorname{tr}(xx^T v\,yy^T v^T)=(x^Tvy)\,(y^Tv^Tx)=(x^Tvy)^2 .
\]

The proof moves each factor into the right-hand vector of the rank-one matrix. The auxiliary fact `h` says that multiplying a row vector \(w\) by \(yy^T\) gives \((w\cdot y)\,y^T\).

```lean
/-- For one orbital pair on each monomer, the trace of the coupled rank-one matrices is the
square of the interaction between the two transition vectors. -/
theorem trace_rank_one (x : I → ℝ) (y : J → ℝ) (v : Matrix I J ℝ) :
    trace (vecMulVec x x * v * vecMulVec y y * vᵀ) = (x ⬝ᵥ v *ᵥ y) ^ 2 := by
  have h : ∀ w : J → ℝ, w ᵥ* vecMulVec y y = (w ⬝ᵥ y) • y := by
    intro w
    ext j
    simp only [Matrix.vecMul, dotProduct, vecMulVec_apply, Pi.smul_apply, smul_eq_mul,
      Finset.sum_mul, mul_assoc]
  rw [vecMulVec_mul, vecMulVec_mul, vecMulVec_mul, trace_vecMulVec, h, smul_vecMul,
    vecMul_transpose, dotProduct_smul, ← Matrix.dotProduct_mulVec, smul_eq_mul, sq]
```

Both responses are sums, and the trace is linear, so

\[
\operatorname{tr}[X_A v X_B v^T]=\sum_{m,n}16\,\frac{a_m}{a_m^2+u^2}\,\frac{b_n}{b_n^2+u^2}\,g_{mn}^2 .
\]

Lean takes out the sum over \(m\), then the sum over \(n\), and applies the rank-one identity to each term. The gaps need not be positive here. A denominator vanishes only for a zero gap at \(u=0\); the response is then undefined, and the Lean identity holds only because Lean sets division by zero to 0.

```lean
/-- The trace of the coupled responses is a sum over orbital pairs of squared interactions
weighted by a product of two frequency factors. -/
theorem trace_response (a : M → ℝ) (b : N → ℝ) (p : M → I → ℝ) (q : N → J → ℝ)
    (v : Matrix I J ℝ) (u : ℝ) :
    trace (response a p u * v * response b q u * vᵀ) =
      ∑ m, ∑ n, 16 * (a m / (a m ^ 2 + u ^ 2) * (b n / (b n ^ 2 + u ^ 2))) *
        (p m ⬝ᵥ v *ᵥ q n) ^ 2 := by
  unfold response
  rw [Matrix.sum_mul, Matrix.sum_mul, Matrix.sum_mul, trace_sum]
  refine Finset.sum_congr rfl fun m _ => ?_
  rw [Matrix.mul_sum, Matrix.sum_mul, trace_sum]
  refine Finset.sum_congr rfl fun n _ => ?_
  simp only [Matrix.smul_mul, Matrix.mul_smul, trace_smul, trace_rank_one, smul_eq_mul]
  ring
```

## The frequency integral for one pair of gaps

What remains is the kernel

\[
K(u)=\frac{a}{a^2+u^2}\,\frac{b}{b^2+u^2},\qquad a,b>0 .
\]

For \(a\ne b\), partial fractions give the primitive

\[
F(u)=\frac{b\arctan(u/a)-a\arctan(u/b)}{b^2-a^2}.
\]

Its derivative is

\[
\frac{ab}{b^2-a^2}\left[\frac1{a^2+u^2}-\frac1{b^2+u^2}\right]=K(u),
\]

and as \(u\to\infty\) it tends to \(\frac{\pi}{2}\frac{b-a}{b^2-a^2}=\frac{\pi}{2(a+b)}\).

For \(a=b\) that formula is unusable, and the primitive is

\[
F(u)=\frac1{2a}\left[\arctan\frac ua+\frac{au}{a^2+u^2}\right].
\]

Here

\[
F'(u)=\frac1{2a}\left[\frac{a}{a^2+u^2}+\frac{a(a^2-u^2)}{(a^2+u^2)^2}\right]=\frac{a^2}{(a^2+u^2)^2},
\]

and the limit is \(\pi/(4a)\), which is again \(\pi/(2(a+b))\). Both primitives vanish at \(u=0\).

In the proof, `hd` and `hl` supply the derivative and the limit of the arctangent, and `by_cases` separates the two situations. For equal gaps, the rational term is squeezed between 0 and \(a/u\).

```lean
/-- The Casimir–Polder kernel of two positive gaps has a primitive that vanishes at zero
frequency and tends to `π / 2 / (a + b)` at infinite frequency. -/
theorem kernel_primitive {a b : ℝ} (ha : 0 < a) (hb : 0 < b) :
    ∃ F : ℝ → ℝ, (∀ x, HasDerivAt F (a / (a ^ 2 + x ^ 2) * (b / (b ^ 2 + x ^ 2))) x) ∧
      F 0 = 0 ∧ Tendsto F atTop (𝓝 (π / 2 / (a + b))) := by
  have hd : ∀ c : ℝ, 0 < c → ∀ x : ℝ,
      HasDerivAt (fun y => Real.arctan (y / c)) (c / (c ^ 2 + x ^ 2)) x := by
    intro c hc x
    have h1 : c ^ 2 + x ^ 2 ≠ 0 := by positivity
    refine ((hasDerivAt_id' x).div_const c).arctan.congr_deriv ?_
    field_simp
  have hl : ∀ c : ℝ, 0 < c →
      Tendsto (fun y => Real.arctan (y / c)) atTop (𝓝 (π / 2)) := fun c hc =>
    (Real.tendsto_arctan_atTop.mono_right nhdsWithin_le_nhds).comp
      (tendsto_id.atTop_div_const hc)
  by_cases hab : a = b
  · -- equal gaps: the kernel is a squared Lorentzian
    subst hab
    refine ⟨fun y => (Real.arctan (y / a) + a * y / (a ^ 2 + y ^ 2)) / (2 * a), ?_, ?_, ?_⟩
    · intro x
      have h1 : a ^ 2 + x ^ 2 ≠ 0 := by positivity
      have h2 : HasDerivAt (fun y : ℝ => a ^ 2 + y ^ 2) (2 * x) x :=
        ((hasDerivAt_pow 2 x).const_add (a ^ 2)).congr_deriv (by norm_num)
      have h3 := ((hasDerivAt_id' x).const_mul a).fun_div h2 h1
      refine (((hd a ha x).fun_add h3).div_const (2 * a)).congr_deriv ?_
      field_simp
      ring
    · simp
    · have h0 : Tendsto (fun y : ℝ => a * y / (a ^ 2 + y ^ 2)) atTop (𝓝 0) := by
        have hi : Tendsto (fun y : ℝ => a * y⁻¹) atTop (𝓝 0) := by
          simpa using (tendsto_inv_atTop_zero (𝕜 := ℝ)).const_mul a
        refine squeeze_zero' ?_ ?_ hi
        · filter_upwards [eventually_gt_atTop (0 : ℝ)] with y hy
          positivity
        · filter_upwards [eventually_gt_atTop (0 : ℝ)] with y hy
          rw [← div_eq_mul_inv, div_le_div_iff₀ (by positivity) hy]
          nlinarith [pow_pos ha 3]
      have h := ((hl a ha).add h0).div_const (2 * a)
      rw [add_zero, two_mul] at h
      simpa only [two_mul] using h
  · -- different gaps: partial fractions
    have hne : b ^ 2 - a ^ 2 ≠ 0 := by
      have h : (b - a) * (b + a) ≠ 0 :=
        mul_ne_zero (sub_ne_zero.mpr (Ne.symm hab)) (by positivity)
      intro h'
      exact h (by linear_combination h')
    refine ⟨fun y => (b * Real.arctan (y / a) - a * Real.arctan (y / b)) / (b ^ 2 - a ^ 2),
      ?_, ?_, ?_⟩
    · intro x
      have hS : a ^ 2 + x ^ 2 ≠ 0 := by positivity
      have hT : b ^ 2 + x ^ 2 ≠ 0 := by positivity
      refine ((((hd a ha x).const_mul b).fun_sub
        ((hd b hb x).const_mul a)).div_const (b ^ 2 - a ^ 2)).congr_deriv ?_
      rw [div_eq_iff hne]
      linear_combination a * b * ((b ^ 2 + x ^ 2)⁻¹ * mul_inv_cancel₀ hS
        - (a ^ 2 + x ^ 2)⁻¹ * mul_inv_cancel₀ hT)
    · simp
    · have h := (((hl a ha).const_mul b).sub ((hl b hb).const_mul a)).div_const (b ^ 2 - a ^ 2)
      have e : (b * (π / 2) - a * (π / 2)) / (b ^ 2 - a ^ 2) = π / 2 / (a + b) := by
        rw [div_eq_div_iff hne (by positivity)]
        ring
      rwa [e] at h
```

Since \(K\ge0\) and its primitive has a finite limit, \(K\) is integrable and

\[
\int_0^\infty K(u)\,du=\frac{\pi}{2(a+b)} .
\]

Integrability is stated separately because Lean assigns the value 0 to the integral of a non-integrable function.

```lean
/-- The Casimir–Polder integral: for positive gaps the kernel is integrable over positive
frequencies, with integral `π / 2 / (a + b)`. -/
theorem casimir_polder {a b : ℝ} (ha : 0 < a) (hb : 0 < b) :
    IntegrableOn (fun u : ℝ => a / (a ^ 2 + u ^ 2) * (b / (b ^ 2 + u ^ 2))) (Set.Ioi 0) ∧
      ∫ u in Set.Ioi (0 : ℝ), a / (a ^ 2 + u ^ 2) * (b / (b ^ 2 + u ^ 2)) =
        π / 2 / (a + b) := by
  obtain ⟨F, hF, h0, hl⟩ := kernel_primitive ha hb
  have hpos : ∀ x ∈ Set.Ioi (0 : ℝ),
      0 ≤ a / (a ^ 2 + x ^ 2) * (b / (b ^ 2 + x ^ 2)) := fun x _ => by positivity
  refine ⟨integrableOn_Ioi_deriv_of_nonneg' (fun x _ => hF x) hpos hl, ?_⟩
  rw [integral_Ioi_of_hasDerivAt_of_nonneg' (fun x _ => hF x) hpos hl, h0, sub_zero]
```

## The sum over orbital pairs

With finitely many integrable terms, sum and integral may be exchanged:

\[
E=-\frac1{2\pi}\sum_{m,n}16\,g_{mn}^2\,\frac{\pi}{2(a_m+b_n)}
=-4\sum_{m,n}\frac{g_{mn}^2}{a_m+b_n}.
\]

The theorem assumes that every gap is positive. Physically, each virtual orbital lies above the occupied orbital it is paired with. Coinciding gaps are allowed.

In the proof, `hI` records the integrability of each term, the two uses of `integral_finsetSum` perform the exchange, and the last line cancels \(\pi\).

```lean
/-- For positive gaps, the frequency integral for the uncoupled dispersion energy equals the
sum over orbital pairs of squared interactions divided by the sum of the two gaps, times `-4`. -/
theorem dispersionEnergy_eq_sum {a : M → ℝ} {b : N → ℝ} (ha : ∀ m, 0 < a m)
    (hb : ∀ n, 0 < b n) (p : M → I → ℝ) (q : N → J → ℝ) (v : Matrix I J ℝ) :
    dispersionEnergy a b p q v =
      -4 * ∑ m, ∑ n, (p m ⬝ᵥ v *ᵥ q n) ^ 2 / (a m + b n) := by
  have hI : ∀ m n, IntegrableOn (fun u : ℝ =>
      16 * (a m / (a m ^ 2 + u ^ 2) * (b n / (b n ^ 2 + u ^ 2))) *
        (p m ⬝ᵥ v *ᵥ q n) ^ 2) (Set.Ioi 0) := fun m n =>
    ((casimir_polder (ha m) (hb n)).1.const_mul 16).mul_const _
  unfold dispersionEnergy
  simp only [trace_response]
  -- exchange the finite sums with the frequency integral
  rw [MeasureTheory.integral_finsetSum _ (fun m _ => MeasureTheory.integrable_finsetSum _ fun n _ => hI m n),
    Finset.mul_sum, Finset.mul_sum]
  refine Finset.sum_congr rfl fun m _ => ?_
  rw [MeasureTheory.integral_finsetSum _ (fun n _ => hI m n), Finset.mul_sum, Finset.mul_sum]
  refine Finset.sum_congr rfl fun n _ => ?_
  rw [integral_mul_const, integral_const_mul, (casimir_polder (ha m) (hb n)).2]
  linear_combination (-4 * (p m ⬝ᵥ v *ᵥ q n) ^ 2 * (a m + b n)⁻¹) *
    mul_inv_cancel₀ Real.pi_ne_zero
```

Every term of the sum is non-negative before the prefactor \(-4\) is applied. Hence \(E=0\) forces each \(g_{mn}^2/(a_m+b_n)\) to vanish, and with it each \(g_{mn}\). The converse is immediate. Lean applies the rule for vanishing sums of non-negative terms twice, once for each index.

```lean
/-- For positive gaps, the dispersion energy vanishes exactly when every orbital pair of one
monomer has zero interaction with every orbital pair of the other. -/
theorem dispersionEnergy_eq_zero_iff {a : M → ℝ} {b : N → ℝ} (ha : ∀ m, 0 < a m)
    (hb : ∀ n, 0 < b n) (p : M → I → ℝ) (q : N → J → ℝ) (v : Matrix I J ℝ) :
    dispersionEnergy a b p q v = 0 ↔ ∀ m n, p m ⬝ᵥ v *ᵥ q n = 0 := by
  rw [dispersionEnergy_eq_sum ha hb]
  have hn : ∀ m n, 0 ≤ (p m ⬝ᵥ v *ᵥ q n) ^ 2 / (a m + b n) := fun m n =>
    div_nonneg (sq_nonneg _) (add_pos (ha m) (hb n)).le
  constructor
  · intro h m n
    have hs : ∑ m, ∑ n, (p m ⬝ᵥ v *ᵥ q n) ^ 2 / (a m + b n) = 0 := by linarith
    have h1 := (Finset.sum_eq_zero_iff_of_nonneg
      (fun m _ => Finset.sum_nonneg fun n _ => hn m n)).mp hs m (Finset.mem_univ m)
    have h2 := (Finset.sum_eq_zero_iff_of_nonneg (fun n _ => hn m n)).mp h1 n
      (Finset.mem_univ n)
    have h3 := (div_eq_zero_iff.mp h2).resolve_right (add_pos (ha m) (hb n)).ne'
    exact pow_eq_zero_iff (two_ne_zero) |>.mp h3
  · intro h
    simp [h]
```

## A bound from the static responses

At \(u=0\) the two frequency factors become \(1/a\) and \(1/b\). For any weight \(c\),

\[
\frac{ab}{a+b}\cdot\frac{4c}{ab}=\frac{4c}{a+b},
\]

which turns a quarter of a term of the static trace into minus the matching term of \(E\) when \(c=g_{mn}^2\).

```lean
/-- For two positive gaps, the static frequency factors times the reduced gap `a b / (a + b)` give
the inverse energy denominator `1 / (a + b)`, here with a common weight `4 c`. -/
theorem static_factor {a b : ℝ} (ha : 0 < a) (hb : 0 < b) (c : ℝ) :
    a * b / (a + b) * (4 * c * (a / (a ^ 2 + 0 ^ 2) * (b / (b ^ 2 + 0 ^ 2)))) =
      4 * (c / (a + b)) := by
  have hz : ∀ x : ℝ, 0 < x → x / (x ^ 2 + 0 ^ 2) = x⁻¹ := by
    intro x hx
    rw [div_eq_iff (by positivity)]
    linear_combination (-x) * mul_inv_cancel₀ hx.ne'
  rw [hz a ha, hz b hb]
  linear_combination 4 * c * (a + b)⁻¹ *
    (b * b⁻¹ * mul_inv_cancel₀ ha.ne' + mul_inv_cancel₀ hb.ne')
```

Suppose \(a_m\ge a_0>0\) and \(b_n\ge b_0>0\) for all pairs. The reduced gap \(ab/(a+b)\) grows with each argument, because

\[
a_mb_n(a_0+b_0)-a_0b_0(a_m+b_n)=a_ma_0(b_n-b_0)+b_nb_0(a_m-a_0)\ge0 .
\]

Multiplying by the non-negative static terms and summing gives

\[
E\le-\frac14\,\frac{a_0b_0}{a_0+b_0}\,\operatorname{tr}[X_A(0)\,v\,X_B(0)\,v^T].
\]

The attraction is therefore at least as strong as the static responses and the smallest gaps indicate. The prefactor has the form familiar from London's formula, but this is an inequality for the full matrix \(v\), with no dipole expansion and no \(R^{-6}\) law. In Lean, `key` is the monotonicity of the reduced gap and `hw` the sign of the static term.

```lean
/-- A London-type bound: if the gaps are at least `a₀ > 0` and `b₀ > 0`, the dispersion energy is
bounded above by minus a quarter of `a₀ b₀ / (a₀ + b₀)` times the trace of the coupled static
responses. -/
theorem dispersionEnergy_le_london {a : M → ℝ} {b : N → ℝ} {a₀ b₀ : ℝ} (ha₀ : 0 < a₀)
    (hb₀ : 0 < b₀) (ha : ∀ m, a₀ ≤ a m) (hb : ∀ n, b₀ ≤ b n)
    (p : M → I → ℝ) (q : N → J → ℝ) (v : Matrix I J ℝ) :
    dispersionEnergy a b p q v ≤
      -(a₀ * b₀ / (a₀ + b₀) / 4) * trace (response a p 0 * v * response b q 0 * vᵀ) := by
  have hA : ∀ m, 0 < a m := fun m => ha₀.trans_le (ha m)
  have hB : ∀ n, 0 < b n := fun n => hb₀.trans_le (hb n)
  rw [dispersionEnergy_eq_sum hA hB, trace_response, Finset.mul_sum, Finset.mul_sum]
  refine Finset.sum_le_sum fun m _ => ?_
  rw [Finset.mul_sum, Finset.mul_sum]
  refine Finset.sum_le_sum fun n _ => ?_
  have h1 := hA m
  have h2 := hB n
  -- the reduced gap grows with each of the two gaps
  have key : a₀ * b₀ / (a₀ + b₀) ≤ a m * b n / (a m + b n) := by
    rw [div_le_div_iff₀ (by positivity) (by positivity)]
    nlinarith [mul_nonneg (mul_pos h1 ha₀).le (sub_nonneg.mpr (hb n)),
      mul_nonneg (mul_pos h2 hb₀).le (sub_nonneg.mpr (ha m))]
  have hw : 0 ≤ 4 * (p m ⬝ᵥ v *ᵥ q n) ^ 2 *
      (a m / (a m ^ 2 + 0 ^ 2) * (b n / (b n ^ 2 + 0 ^ 2))) := by positivity
  have h := mul_le_mul_of_nonneg_right key hw
  linear_combination h + static_factor h1 h2 ((p m ⬝ᵥ v *ᵥ q n) ^ 2)
```

If all gaps on A equal \(a_0\) and all gaps on B equal \(b_0\), the inequality between reduced gaps becomes an equality in every term. The bound is then attained, so its constant can't be improved for all systems at once. The proof compares the two double sums term by term using `static_factor`.

```lean
/-- If each monomer has a single common positive gap, the London-type bound is an equality. -/
theorem dispersionEnergy_uniform_gaps {a₀ b₀ : ℝ} (ha₀ : 0 < a₀) (hb₀ : 0 < b₀)
    (p : M → I → ℝ) (q : N → J → ℝ) (v : Matrix I J ℝ) :
    dispersionEnergy (fun _ => a₀) (fun _ => b₀) p q v =
      -(a₀ * b₀ / (a₀ + b₀) / 4) *
        trace (response (fun _ => a₀) p 0 * v * response (fun _ => b₀) q 0 * vᵀ) := by
  rw [dispersionEnergy_eq_sum (fun _ => ha₀) (fun _ => hb₀), trace_response,
    Finset.mul_sum, Finset.mul_sum]
  refine Finset.sum_congr rfl fun m _ => ?_
  rw [Finset.mul_sum, Finset.mul_sum]
  refine Finset.sum_congr rfl fun n _ => ?_
  linear_combination static_factor ha₀ hb₀ ((p m ⬝ᵥ v *ᵥ q n) ^ 2)

end

end UncoupledDispersion
```

## Two pairs against one, in numbers

Take two pairs on A with gaps 1 and 3, one pair on B with gap 1, and couplings \(g_{11}=0.2\) and \(g_{21}=0.1\), all in atomic units. The couplings are chosen for easy arithmetic and are much larger than is realistic for well-separated molecules. The sum over pairs gives

\[
E=-4\left(\frac{0.04}{2}+\frac{0.01}{4}\right)=-0.09 .
\]

In the frequency form, the kernel integrals are \(\pi/4\) and \(\pi/8\), so

\[
E=-\frac{16}{2\pi}\left(0.04\cdot\frac{\pi}{4}+0.01\cdot\frac{\pi}{8}\right)=-0.09 .
\]

For the bound, \(a_0=b_0=1\), and the static trace is \(16\,(0.04+0.01/3)\approx0.6933\). The prefactor is \(-1/8\), which gives \(-0.0867\). The energy lies below this value, as it must.

```lean
#print axioms UncoupledDispersion.dispersionEnergy_eq_sum
-- 'UncoupledDispersion.dispersionEnergy_eq_sum' depends on axioms: [propext, Classical.choice, Quot.sound]
#print axioms UncoupledDispersion.dispersionEnergy_eq_zero_iff
-- 'UncoupledDispersion.dispersionEnergy_eq_zero_iff' depends on axioms: [propext, Classical.choice, Quot.sound]
#print axioms UncoupledDispersion.dispersionEnergy_le_london
-- 'UncoupledDispersion.dispersionEnergy_le_london' depends on axioms: [propext, Classical.choice, Quot.sound]
#print axioms UncoupledDispersion.dispersionEnergy_uniform_gaps
-- 'UncoupledDispersion.dispersionEnergy_uniform_gaps' depends on axioms: [propext, Classical.choice, Quot.sound]
```
